# A directed reaction path carries a nonnegative flux whose net outflow is one unit at its start minus one unit at its end

In a reaction network with finitely many reactions, each turning a source complex into a target complex, suppose a directed path of reactions leads from complex `a` to complex `b`. The theorem `path_flux` states that one can assign a nonnegative real flux to every reaction so that, at each complex, outflow minus inflow is one unit if the complex is `a`, less one unit if it is `b`. The path may be empty, in which case `a` and `b` coincide and the two terms cancel; no rate law is assumed for the fluxes. The proof goes by induction on the path, starting from zero flux and adding one unit on the last reaction at each step.

In Lean, a first try:

```lean
import Mathlib

open Finset

namespace WeakReversibility

/-- A directed reaction graph: each reaction has a source complex and a target complex. -/
structure ReactionGraph (C R : Type*) where
  /-- The complex consumed by a reaction. -/
  src : R → C
  /-- The complex produced by a reaction. -/
  tgt : R → C

/-- The total flux of the reactions whose end `e` (source or target) is the complex `y`. -/
def collect {C R : Type*} [DecidableEq C] [Fintype R] (e : R → C) (J : R → ℝ) (y : C) : ℝ :=
  ∑ r, if e r = y then J r else 0

namespace ReactionGraph

variable {C R : Type*}

/-- Some reaction converts the complex `a` into the complex `b`. -/
def Step (G : ReactionGraph C R) (a b : C) : Prop :=
  ∃ r, G.src r = a ∧ G.tgt r = b

variable [DecidableEq C] [Fintype R]

/-- Total flux of the reactions producing the complex `y`. -/
def inflow (G : ReactionGraph C R) (J : R → ℝ) (y : C) : ℝ := collect G.tgt J y

/-- Total flux of the reactions consuming the complex `y`. -/
def outflow (G : ReactionGraph C R) (J : R → ℝ) (y : C) : ℝ := collect G.src J y

end ReactionGraph

open ReactionGraph

variable {C R : Type*} [DecidableEq C] [Fintype R]

/-- Adding one unit of flux on the reaction `q` adds one unit at its end `e q` only. -/
theorem collect_add_unit [DecidableEq R] (e : R → C) (f : R → ℝ) (q : R) (y : C) :
    collect e (fun r => f r + if r = q then 1 else 0) y
      = collect e f y + if e q = y then 1 else 0 := by
  have h1 : (∑ r, if r = q then (if e q = y then (1 : ℝ) else 0) else 0)
      = if e q = y then 1 else 0 := by simp
  rw [← h1]
  unfold collect
  rw [← Finset.sum_add_distrib]
  refine Finset.sum_congr rfl fun r _ => ?_
  by_cases hr : r = q
  · subst hr
    by_cases hy : e r = y <;> simp [hy]
  · by_cases hy : e r = y <;> simp [hr, hy]

/-- If a directed path leads from `a` to `b`, there is a nonnegative flux whose net outflow is one
unit at `a` minus one unit at `b`. -/
theorem path_flux (G : ReactionGraph C R) {a b : C} (h : Relation.ReflTransGen G.Step a b) :
    ∃ f : R → ℝ, (∀ r, 0 ≤ f r) ∧ ∀ y, G.outflow f y - G.inflow f y
      = (if a = y then 1 else 0) - (if b = y then 1 else 0) := by
  classical
  induction h with
  | refl => exact ⟨fun _ => 0, fun _ => le_rfl, fun y => by simp [outflow, inflow, collect]⟩
  | tail _ hs ih =>
    obtain ⟨f, hf, hd⟩ := ih
    obtain ⟨q, rfl, rfl⟩ := hs
    refine ⟨fun r => f r + if r = q then 1 else 0, fun r => ?_, fun y => ?_⟩
    · have := hf r
      split_ifs <;> linarith
    · have := hd y
      simp only [outflow, inflow, collect_add_unit] at this ⊢
      linarith

end WeakReversibility
```

Compiling this gives:

```
Main.lean:68:6: error: Tactic `split_ifs` failed: no if-then-else conditions to split

case tail.refine_1
C : Type u_1
R : Type u_2
inst✝¹ : DecidableEq C
inst✝ : Fintype R
G : ReactionGraph C R
a b : C
f : R → ℝ
hf : ∀ (r : R), 0 ≤ f r
q : R
a✝ : Relation.ReflTransGen G.Step a (G.src q)
hd : ∀ (y : C), G.outflow f y - G.inflow f y = (if a = y then 1 else 0) - if G.src q = y then 1 else 0
r : R
this : 0 ≤ f r
⊢ 0 ≤ (fun r => f r + if r = q then 1 else 0) r
```

Diagnosis. The error arises in the proof that the enlarged flux is nonnegative. Lean reports that `split_ifs` found no condition to split, although the goal visibly contains an `if`. The goal is `0 ≤ (fun r => f r + if r = q then 1 else 0) r`: the new flux is still a function waiting to be applied to `r`. Inside it, the condition `r = q` refers to the function's own bound variable, not to the fixed reaction `r` of the context, so `split_ifs` cannot make a case distinction on it.

The added `dsimp only` carries out the application, turning the goal into `0 ≤ f r + if r = q then 1 else 0`. The condition now concerns the fixed `r`, and `split_ifs` can separate the cases `r = q` and `r ≠ q`. In each, `linarith` finishes from `this : 0 ≤ f r`, since the added term is 1 or 0.

The repair, with which the file compiles:

```diff
@@ -66,4 +66,5 @@
     refine ⟨fun r => f r + if r = q then 1 else 0, fun r => ?_, fun y => ?_⟩
     · have := hf r
+      dsimp only
       split_ifs <;> linarith
     · have := hd y
```
